# Ignoring the OPW overlap: the sign of the error in the lowest level can depend on the energy zero

Let $A$ be the Hamiltonian matrix and $S$ the overlap matrix in a basis of two orthogonalized plane waves (OPWs), which are not renormalized after the orthogonalization. I took

$$A=\begin{pmatrix}0&1\\1&0\end{pmatrix},\qquad S=\begin{pmatrix}3/4&0\\0&1\end{pmatrix}.$$

The lowest root of $Ax=eSx$ is $-2/\sqrt3\approx-1.155$. If I ignore $S$ and diagonalize $A$, I get $-1$, which is too high. Then I lowered the energy zero by 2, which raises every energy by 2, so that $A$ became $A+2S$. The correct level is now about $0.845$, but plain diagonalization gives about $0.719$, which is too low. Nothing physical has changed, so why does the error change sign, and is there a rule?

## The sign of the error follows the sign of the level

Let $A$ be Hermitian, $S$ positive definite and $1-S$ positive semidefinite, all of the same finite size. Write $\lambda$ for the lowest root of $Ax=eSx$ and $\mu$ for the lowest eigenvalue of $A$. The rule is

$$\lambda\ge0\Rightarrow\mu\le\lambda,\qquad \lambda\le0\Rightarrow\lambda\le\mu.$$

OPWs satisfy the condition on $1-S$ if they are left unnormalized. With orthonormal plane waves $|G\rangle$, orthonormal core states $|c\rangle$ and $B_{cG}=\langle c|G\rangle$, the functions $|G\rangle-\sum_c|c\rangle B_{cG}$ have the overlap matrix $S=1-B^\dagger B$, so $1-S=B^\dagger B$. Rescaling each OPW to unit norm would make the trace of $1-S$ zero, and the condition would then hold only for $S=1$. Positive definiteness of $S$ is a separate assumption: the OPWs must be linearly independent, so no nonzero combination of the plane waves may lie wholly in the core space.

**The variational bound.** On the unit sphere, which is compact, the continuous quotient $x^\dagger Ax/x^\dagger Sx$ has a minimum $m$, attained at some $v$. Both forms scale alike, so $m\,x^\dagger Sx\le x^\dagger Ax$ for every $x$. Hence $A-mS$ is positive semidefinite, and $v^\dagger(A-mS)v=0$. Writing $A-mS=C^\dagger C$ gives $\|Cv\|^2=0$, so $Cv=0$ and $Av=mSv$. Thus $m$ is a root. Any other root $e$, with vector $x$, obeys $m\,x^\dagger Sx\le e\,x^\dagger Sx$, so $m\le e$. Therefore $m=\lambda$ and

$$\lambda\,x^\dagger Sx\le x^\dagger Ax\quad\text{for all }x.$$

The case $S=1$ gives $\mu\,x^\dagger x\le x^\dagger Ax$.

**Loss of norm.** Since $x^\dagger x-x^\dagger Sx=x^\dagger(1-S)x\ge0$, orthogonalization never increases the norm. By the same argument about null vectors, equality forces $Sx=x$.

**The two signs.** If $\lambda\ge0$, take $v\neq0$ with $Av=\lambda Sv$:

$$\mu\,v^\dagger v\le v^\dagger Av=\lambda\,v^\dagger Sv\le\lambda\,v^\dagger v.$$

If $\lambda\le0$, take $w\neq0$ with $Aw=\mu w$. Multiplying the norm inequality by $\lambda$ reverses it:

$$\lambda\,w^\dagger w\le\lambda\,w^\dagger Sw\le w^\dagger Aw=\mu\,w^\dagger w.$$

Dividing by the positive squared norm gives the rule.

**When the error vanishes.** If $\mu=\lambda\ne0$, the relevant chain collapses to equalities. Its vector then satisfies $Sx=x$ and $Ax=\lambda x$. For OPWs, $Sx=x$ means $Bx=0$: this combination of plane waves was already orthogonal to the core.

**Moving the energy zero.** Adding a real constant $c$ (here an energy, not a core state) to the Hamiltonian changes its matrix to $A+cS$. Since $(A+cS)x=eSx$ is the same equation as $Ax=(e-c)Sx$, the correct level moves to exactly $\lambda+c$. Now let $\mu$ denote the lowest eigenvalue of $A+cS$. If no nonzero $x$ has $Sx=x$ and $Ax=\lambda x$, then $\mu<\lambda+c$ when $\lambda+c>0$, and $\mu>\lambda+c$ when $\lambda+c<0$. An equality would give $(A+cS)x=(\lambda+c)x$ with $Sx=x$, hence $Ax=\lambda x$, which was excluded.

The matrices of the opening example meet this condition. From $Sx=x$ we get $x_0=0$, and the first row of $Ax=\lambda x$ then gives $x_1=0$.

For a one-electron Hamiltonian in a finite basis of unnormalized OPWs, then, the sign of this error in the lowest level is not by itself a physical property of the system, because it can change with the reference energy.

## How the Lean statements express this

`expect M x` is the real part of $x^\dagger Mx$, without division by the norm. `IsRoot A S e` says that the real number `e` solves the secular problem with a nonzero vector, and `IsLowestRoot` says that it is the least such number. No root is lost by taking `e` real, because both quadratic forms are real and $x^\dagger Sx>0$. The numbers $\lambda$ and $\mu$ are `lam` and `mu`, and an ordinary eigenvalue is the case `S = 1`.

`overlap_error_sign` is the rule with weak inequalities. `error_sign_depends_on_energy_zero` is the strict version, where `hcore` excludes the error-free state and `mu` belongs to the shifted matrix `A + c S`. Both hold for any $S$ with the stated properties; `opwOverlap_deficit` supplies the condition on $1-S$ for OPWs. `error_sign_witness` establishes, for the matrices of the opening example, that `A` is Hermitian, that `S` is positive definite and that `hcore` holds for every real `lam`.

The matrices are given and finite. The statements say nothing about higher roots, the size of the error or convergence with the basis.

```lean
import Mathlib

open Matrix
open scoped ComplexOrder

namespace OPWOverlapError

noncomputable section

variable {n : Type*} [Fintype n] [DecidableEq n]

/-- The real part of the quadratic form `x* M x`, for a coefficient vector `x` that need not be
normalized. -/
def expect (M : Matrix n n ℂ) (x : n → ℂ) : ℝ := (star x ⬝ᵥ M *ᵥ x).re

/-- The real energy `e` is a root of the secular problem `A x = e S x` with nonzero `x`. -/
def IsRoot (A S : Matrix n n ℂ) (e : ℝ) : Prop :=
  ∃ x : n → ℂ, x ≠ 0 ∧ A *ᵥ x = (e : ℂ) • (S *ᵥ x)

/-- The energy `e` is the lowest real root of `A x = e S x`; for `S = 1` it is the lowest real
eigenvalue of `A`. -/
def IsLowestRoot (A S : Matrix n n ℂ) (e : ℝ) : Prop := IsLeast {r | IsRoot A S r} e

/-- The overlap matrix of orthonormal plane waves after their orthogonalization to orthonormal core
states, where `B c G` is the overlap of core state `c` with plane wave `G`. -/
def opwOverlap {k : Type*} [Fintype k] (B : Matrix k n ℂ) : Matrix n n ℂ := 1 - Bᴴ * B

/-- For an OPW overlap matrix `S`, the matrix `1 - S` is positive semidefinite. -/
theorem opwOverlap_deficit {k : Type*} [Fintype k] (B : Matrix k n ℂ) :
    (1 - opwOverlap B).PosSemidef := by
  rw [opwOverlap, sub_sub_cancel]
  exact posSemidef_conjTranspose_mul_self B

/-- If `1 - S` is positive semidefinite, the real part of `x* S x` never exceeds `x* x`, and the two
agree only for vectors with `S x = x`. -/
theorem norm_loss {S : Matrix n n ℂ} (h1 : (1 - S).PosSemidef) (x : n → ℂ) :
    expect S x ≤ expect 1 x ∧ (expect 1 x ≤ expect S x → S *ᵥ x = x) := by
  have hz := Complex.nonneg_iff.1 (h1.dotProduct_mulVec_nonneg x)
  have hre : (star x ⬝ᵥ (1 - S) *ᵥ x).re = expect 1 x - expect S x := by
    simp only [expect, sub_mulVec, dotProduct_sub, Complex.sub_re]
  refine ⟨by linarith [hz.1], fun h => ?_⟩
  -- a vanishing quadratic form of a positive semidefinite matrix means a null vector
  have h0 : star x ⬝ᵥ (1 - S) *ᵥ x = 0 :=
    Complex.ext (by rw [Complex.zero_re]; linarith [hz.1]) hz.2.symm
  have h2 := (h1.dotProduct_mulVec_zero_iff x).1 h0
  rw [sub_mulVec, one_mulVec] at h2
  exact (sub_eq_zero.1 h2).symm

omit [DecidableEq n] in
/-- A solution of `A x = e S x` satisfies `x* A x = e x* S x` in real parts. -/
theorem expect_of_root {A S : Matrix n n ℂ} {e : ℝ} {x : n → ℂ}
    (h : A *ᵥ x = (e : ℂ) • (S *ᵥ x)) : expect A x = e * expect S x := by
  rw [expect, h, dotProduct_smul, smul_eq_mul, Complex.re_ofReal_mul, expect]

omit [DecidableEq n] in
/-- For Hermitian `A` and positive definite `S` in a nonempty basis, a lowest root exists and
bounds the Rayleigh quotient from below. -/
theorem exists_lowestRoot [Nonempty n] {A S : Matrix n n ℂ} (hA : A.IsHermitian)
    (hS : S.PosDef) :
    ∃ m : ℝ, IsLowestRoot A S m ∧ ∀ x, m * expect S x ≤ expect A x := by
  classical
  have hpos : ∀ x : n → ℂ, x ≠ 0 → 0 < expect S x := fun x hx =>
    (Complex.pos_iff.1 (hS.dotProduct_mulVec_pos hx)).1
  have hcont : ∀ M : Matrix n n ℂ, Continuous (expect M) := by
    intro M
    refine Complex.continuous_re.comp ?_
    simp only [dotProduct, mulVec, Pi.star_apply]
    fun_prop
  have hne : ∀ x ∈ Metric.sphere (0 : n → ℂ) 1, x ≠ 0 := by
    rintro x hx rfl
    simp at hx
  -- the Rayleigh quotient attains its minimum on the unit sphere
  obtain ⟨v, hv, hmin⟩ := (isCompact_sphere (0 : n → ℂ) 1).exists_isMinOn
    ⟨fun _ => 1, by simp⟩
    ((hcont A).continuousOn.div (hcont S).continuousOn fun x hx => (hpos x (hne x hx)).ne')
  have hv0 := hne v hv
  obtain ⟨m, hm⟩ : ∃ m, m = expect A v / expect S v := ⟨_, rfl⟩
  have hray : ∀ x, m * expect S x ≤ expect A x := by
    intro x
    by_cases hx : x = 0
    · simp [hx, expect]
    have hc : 0 < ‖x‖⁻¹ := inv_pos.2 (norm_pos_iff.2 hx)
    have hscale : ∀ M : Matrix n n ℂ,
        expect M (((‖x‖⁻¹ : ℝ) : ℂ) • x) = ‖x‖⁻¹ ^ 2 * expect M x := by
      intro M
      have hs : star (((‖x‖⁻¹ : ℝ) : ℂ)) = ((‖x‖⁻¹ : ℝ) : ℂ) := Complex.conj_ofReal _
      rw [expect, mulVec_smul, star_smul, hs, smul_dotProduct, dotProduct_smul, smul_eq_mul,
        smul_eq_mul, Complex.re_ofReal_mul, Complex.re_ofReal_mul, expect]
      ring
    have hy : ((‖x‖⁻¹ : ℝ) : ℂ) • x ∈ Metric.sphere (0 : n → ℂ) 1 := by
      rw [mem_sphere_zero_iff_norm, norm_smul, Complex.norm_real, norm_inv, norm_norm,
        inv_mul_cancel₀ (norm_ne_zero_iff.2 hx)]
    have h := isMinOn_iff.1 hmin _ hy
    change expect A v / expect S v ≤ expect A _ / expect S _ at h
    rw [← hm, le_div_iff₀ (hpos _ (hne _ hy)), hscale, hscale] at h
    exact le_of_mul_le_mul_left (by linarith) (pow_pos hc 2)
  -- hence A - m S is positive semidefinite, and the minimizer is a null vector of it
  have hH : (A - (m : ℂ) • S).IsHermitian := by
    change (A - (m : ℂ) • S)ᴴ = _
    rw [conjTranspose_sub, conjTranspose_smul, hA.eq, hS.isHermitian.eq]
    simp
  have hform : ∀ x, star x ⬝ᵥ (A - (m : ℂ) • S) *ᵥ x
      = ((expect A x - m * expect S x : ℝ) : ℂ) := by
    intro x
    have h : star (star x ⬝ᵥ (A - (m : ℂ) • S) *ᵥ x) = star x ⬝ᵥ (A - (m : ℂ) • S) *ᵥ x := by
      rw [← Matrix.star_dotProduct, star_mulVec, hH.eq, ← dotProduct_mulVec]
    rw [← Complex.conj_eq_iff_re.1 h, sub_mulVec, smul_mulVec, dotProduct_sub,
      dotProduct_smul, smul_eq_mul, Complex.sub_re, Complex.re_ofReal_mul, expect, expect]
  have hP : (A - (m : ℂ) • S).PosSemidef := by
    refine PosSemidef.of_dotProduct_mulVec_nonneg hH fun x => ?_
    rw [hform]
    exact Complex.zero_le_real.2 (sub_nonneg.2 (hray x))
  have hnull := (hP.dotProduct_mulVec_zero_iff v).1 (by
    rw [hform, hm, div_mul_cancel₀ _ (hpos v hv0).ne', sub_self, Complex.ofReal_zero])
  rw [sub_mulVec, smul_mulVec] at hnull
  refine ⟨m, ⟨⟨v, hv0, sub_eq_zero.1 hnull⟩, ?_⟩, hray⟩
  rintro e ⟨x, hx, h⟩
  have h2 := hray x
  rw [expect_of_root h] at h2
  exact le_of_mul_le_mul_right h2 (hpos x hx)

omit [DecidableEq n] in
/-- Variational principle: for Hermitian `A` and positive definite `S`, the lowest root bounds
the Rayleigh quotient of every trial vector from below. -/
theorem rayleigh_bound {A S : Matrix n n ℂ} {lam : ℝ} (hA : A.IsHermitian) (hS : S.PosDef)
    (hl : IsLowestRoot A S lam) (x : n → ℂ) : lam * expect S x ≤ expect A x := by
  obtain ⟨v, hv, -⟩ := hl.1
  obtain ⟨i, -⟩ := Function.ne_iff.1 hv
  have : Nonempty n := ⟨i⟩
  obtain ⟨m, hm, hray⟩ := exists_lowestRoot hA hS
  rw [hl.unique hm]
  exact hray x

/-- Let `A` be Hermitian, `S` positive definite and `1 - S` positive semidefinite. Ignoring the
overlap does not raise a nonnegative lowest root and does not lower a nonpositive one. -/
theorem overlap_error_sign {A S : Matrix n n ℂ} {lam mu : ℝ} (hA : A.IsHermitian)
    (hS : S.PosDef) (h1 : (1 - S).PosSemidef) (hl : IsLowestRoot A S lam)
    (hm : IsLowestRoot A 1 mu) : (0 ≤ lam → mu ≤ lam) ∧ (lam ≤ 0 → lam ≤ mu) := by
  have hpos : ∀ x : n → ℂ, x ≠ 0 → 0 < expect 1 x := fun x hx =>
    (Complex.pos_iff.1 (PosDef.one.dotProduct_mulVec_pos hx)).1
  constructor
  · -- the generalized eigenvector is a trial vector for `mu`
    intro h0
    obtain ⟨v, hv, h⟩ := hl.1
    have h2 := rayleigh_bound hA PosDef.one hm v
    rw [expect_of_root h] at h2
    have h3 := mul_le_mul_of_nonneg_left (norm_loss h1 v).1 h0
    exact le_of_mul_le_mul_right (h2.trans h3) (hpos v hv)
  · -- the ordinary eigenvector is a trial vector for `lam`
    intro h0
    obtain ⟨w, hw, h⟩ := hm.1
    have h2 := rayleigh_bound hA hS hl w
    rw [expect_of_root h] at h2
    have h3 := mul_le_mul_of_nonpos_left (norm_loss h1 w).1 h0
    exact le_of_mul_le_mul_right (h3.trans h2) (hpos w hw)

/-- Under the same conditions on `A` and `S`, if ignoring the overlap leaves a nonzero lowest
root unchanged, then some nonzero `x` satisfies both `S x = x` and `A x = lam x`. -/
theorem no_error_case {A S : Matrix n n ℂ} {lam : ℝ} (hA : A.IsHermitian)
    (hS : S.PosDef) (h1 : (1 - S).PosSemidef) (hl : IsLowestRoot A S lam)
    (hm : IsLowestRoot A 1 lam) (h0 : lam ≠ 0) :
    ∃ x : n → ℂ, x ≠ 0 ∧ S *ᵥ x = x ∧ A *ᵥ x = (lam : ℂ) • x := by
  rcases lt_or_gt_of_ne h0 with hneg | hpos
  · obtain ⟨w, hw, h⟩ := hm.1
    have h2 := rayleigh_bound hA hS hl w
    rw [expect_of_root h] at h2
    rw [one_mulVec] at h
    exact ⟨w, hw, (norm_loss h1 w).2 (by nlinarith), h⟩
  · obtain ⟨v, hv, h⟩ := hl.1
    have h2 := rayleigh_bound hA PosDef.one hm v
    rw [expect_of_root h] at h2
    have h3 := (norm_loss h1 v).2 (le_of_mul_le_mul_left h2 hpos)
    rw [h3] at h
    exact ⟨v, hv, h3, h⟩

omit [DecidableEq n] in
/-- Adding a constant `c` to the Hamiltonian replaces `A` by `A + c S` and shifts the lowest root by
exactly `c`. -/
theorem lowestRoot_shift {A S : Matrix n n ℂ} {lam : ℝ} (hl : IsLowestRoot A S lam) (c : ℝ) :
    IsLowestRoot (A + (c : ℂ) • S) S (lam + c) := by
  constructor
  · obtain ⟨v, hv, h⟩ := hl.1
    refine ⟨v, hv, ?_⟩
    rw [add_mulVec, smul_mulVec, h, Complex.ofReal_add, add_smul]
  · rintro e ⟨x, hx, h⟩
    rw [add_mulVec, smul_mulVec] at h
    have hr : IsRoot A S (e - c) :=
      ⟨x, hx, by rw [Complex.ofReal_sub, sub_smul, ← h, add_sub_cancel_right]⟩
    linarith [hl.2 hr]

/-- Let `A` be Hermitian, `S` positive definite, `1 - S` positive semidefinite, and let no nonzero
`x` satisfy both `S x = x` and `A x = lam x`. For the matrices `A + c S` and `S`, ignoring the
overlap strictly lowers a positive lowest root and strictly raises a negative one. -/
theorem error_sign_depends_on_energy_zero {A S : Matrix n n ℂ} {lam mu c : ℝ}
    (hA : A.IsHermitian) (hS : S.PosDef) (h1 : (1 - S).PosSemidef)
    (hl : IsLowestRoot A S lam)
    (hcore : ∀ x : n → ℂ, S *ᵥ x = x → A *ᵥ x = (lam : ℂ) • x → x = 0)
    (hm : IsLowestRoot (A + (c : ℂ) • S) 1 mu) :
    (0 < lam + c → mu < lam + c) ∧ (lam + c < 0 → lam + c < mu) := by
  have hA' : (A + (c : ℂ) • S).IsHermitian := by
    change (A + (c : ℂ) • S)ᴴ = _
    rw [conjTranspose_add, conjTranspose_smul, hA.eq, hS.isHermitian.eq]
    simp
  have hl' := lowestRoot_shift hl c
  have hsign := overlap_error_sign hA' hS h1 hl' hm
  -- a vanishing error would give a state excluded by `hcore`
  have hne : lam + c ≠ 0 → mu ≠ lam + c := by
    intro h0 heq
    rw [heq] at hm
    obtain ⟨x, hx, hSx, hAx⟩ := no_error_case hA' hS h1 hl' hm h0
    rw [add_mulVec, smul_mulVec, hSx, Complex.ofReal_add, add_smul] at hAx
    exact hx (hcore x hSx (add_right_cancel hAx))
  exact ⟨fun h => lt_of_le_of_ne (hsign.1 h.le) (hne h.ne'),
    fun h => lt_of_le_of_ne (hsign.2 h.le) (hne h.ne).symm⟩

/-- Two coupled plane waves, the first having overlap `1/2` with a single core state: `A` is
Hermitian, `S` is positive definite, and for every real `lam` no nonzero `x` has both `S x = x` and
`A x = lam x`. -/
theorem error_sign_witness :
    (!![0, 1; 1, 0] : Matrix (Fin 2) (Fin 2) ℂ).IsHermitian ∧
    (opwOverlap (!![1 / 2, 0] : Matrix (Fin 1) (Fin 2) ℂ)).PosDef ∧
    ∀ (lam : ℝ) (x : Fin 2 → ℂ),
      opwOverlap (!![1 / 2, 0] : Matrix (Fin 1) (Fin 2) ℂ) *ᵥ x = x →
      (!![0, 1; 1, 0] : Matrix (Fin 2) (Fin 2) ℂ) *ᵥ x = (lam : ℂ) • x → x = 0 := by
  have hS : opwOverlap (!![1 / 2, 0] : Matrix (Fin 1) (Fin 2) ℂ)
      = diagonal ![3 / 4, 1] := by
    ext i j
    fin_cases i <;> fin_cases j <;> norm_num [opwOverlap, Matrix.mul_apply]
  rw [hS]
  refine ⟨?_, PosDef.diagonal ?_, ?_⟩
  · ext i j
    fin_cases i <;> fin_cases j <;> simp
  · intro i
    rw [Complex.pos_iff]
    fin_cases i <;> norm_num
  · intro lam x h1 h2
    have h3 := congrFun h1 0
    have h4 := congrFun h2 0
    rw [mulVec_diagonal] at h3
    simp only [Matrix.cons_val_zero] at h3
    have hx0 : x 0 = 0 := by linear_combination (-4) * h3
    simp [mulVec, dotProduct, Fin.sum_univ_two, hx0] at h4
    ext i
    fin_cases i
    · exact hx0
    · exact h4

end

end OPWOverlapError
```

```lean
#print axioms OPWOverlapError.opwOverlap_deficit
#print axioms OPWOverlapError.error_sign_depends_on_energy_zero
```

```
'OPWOverlapError.opwOverlap_deficit' depends on axioms: [propext, Classical.choice, Quot.sound]
'OPWOverlapError.error_sign_depends_on_energy_zero' depends on axioms: [propext, Classical.choice, Quot.sound]
```

## From the inequalities to the Lean proof

`exists_lowestRoot` carries out the minimization. There `hray` extends the bound from the sphere to all vectors by scaling, `hP` is the positivity of $A-mS$, and `hnull` says that the minimizer is a null vector. The sphere belongs to the maximum norm on `n → ℂ`, which does no harm because the quotient is independent of scale. `rayleigh_bound` transfers the bound to any given lowest root, since a least element is unique.

`norm_loss` gives the norm inequality and its equality case, and `expect_of_root` replaces $x^\dagger Ax$ by $e\,x^\dagger Sx$. The two halves of `overlap_error_sign` are the two displayed chains: `mul_le_mul_of_nonneg_left` keeps the direction of the norm inequality, and `mul_le_mul_of_nonpos_left` reverses it. `no_error_case` treats the two signs of `lam` separately. The last general theorem combines these results with `lowestRoot_shift`.

### From a zero number to a zero vector

The Mathlib lemma `dotProduct_mulVec_zero_iff` says that, for positive semidefinite $M$, $x^\dagger Mx=0$ holds exactly when $Mx=0$. It is used twice: on $A-mS$, to turn a minimizer into an eigenvector, and on $1-S$, to turn equal norms into $Sx=x$. For an indefinite matrix it would be false: $M=\mathrm{diag}(1,-1)$ and $x=(1,1)$ give $x^\dagger Mx=0$ but $Mx\ne0$.

The lemma needs a complex number to vanish, while `expect` keeps only the real part. In `norm_loss` the imaginary part is zero because, in the order on $\mathbb C$ used here, a nonnegative number is real. In `exists_lowestRoot`, `hform` derives the same from Hermiticity.

### An overlap larger than one

Hermitian $A$ and positive definite $S$ are not enough for the rule. Take one basis function with $S=2$. For $A=1$ the correct level is $\lambda=1/2$, but $\mu=1$ lies above it. For $A=-1$ the levels are $\lambda=-1/2$ and $\mu=-1$, so the second half fails too. Here $1-S=-1$: the basis function has gained norm, whereas orthogonalization to the core can only remove it.
